# The radial kernel of a sharp Fermi sea does not decay exponentially

Let \(k>0\) be the radius of a filled Fermi sea, and for \(r>0\) let

\[
g(r)=\frac1r\int_0^k q\,\sin(qr)\,dq .
\]

Then

\[
g(r)=\frac{\sin(kr)-kr\cos(kr)}{r^3},
\]

and for every \(a>0\) the product \(e^{ar}g(r)\) is unbounded on \(r>1\). No bound of the form \(|g(r)|\le C e^{-ar}\) can therefore hold there. The kernel oscillates, and its amplitude falls off only as \(1/r^2\).

Up to a constant factor, \(g\) is the one-particle density matrix of the non-interacting uniform electron gas in three dimensions at zero temperature, taken between two points a distance \(r\) apart. For this model, a method that cuts off the density matrix at a finite range discards a tail that is not exponentially small.

## The kernel as a sum over occupied shells

```lean
import Mathlib

open Filter

namespace FermiSeaFriedel

noncomputable section
```

The first line loads Mathlib, the mathematical library of Lean. Opening `Filter` gives short names to the notions used for limits, such as `Tendsto` and `atTop`.

```lean
/-- Radial kernel of a Fermi sea filled up to wave number `k`: the angular average
`sinc (q r)` of a plane wave, summed over the occupied shells with weight `q ^ 2`. -/
def seaKernel (k r : ℝ) : ℝ := ∫ q in (0 : ℝ)..k, q ^ 2 * Real.sinc (q * r)
```

This defines a function of two real numbers, the Fermi wave number \(k\) and the separation \(r\):

\[
g(r)=\int_0^k q^2\,\mathrm{sinc}(qr)\,dq .
\]

In Lean it is written `seaKernel k r`. Mathlib's `Real.sinc` is \(\sin x/x\) with the value 1 at \(x=0\). The factor \(\mathrm{sinc}(qr)\) is the average of the plane wave \(e^{i\mathbf q\cdot\mathbf r}\) over all directions of \(\mathbf q\), and \(q^2\) is the weight of a spherical shell in momentum space. The upper limit \(k\) is the sharp Fermi surface: every state below it is full and every state above it is empty.

The definition starts from the radial integral, so the angular average is part of the model and is not derived from a three-dimensional integral. The prefactor is left out; for one spin direction it is \(1/(2\pi^2)\).

## From sinc to sine

```lean
/-- Away from the origin the kernel is `1 / r` times the integral of `q sin (q r)` over the
occupied wave numbers. -/
theorem seaKernel_eq_sine_integral (k : ℝ) {r : ℝ} (hr : r ≠ 0) :
    seaKernel k r = (1 / r) * ∫ q in (0 : ℝ)..k, q * Real.sin (q * r) := by
  unfold seaKernel
  rw [← intervalIntegral.integral_const_mul]
  apply intervalIntegral.integral_congr
  intro q _
  rcases eq_or_ne q 0 with h0 | hq
  · simp [h0]
  · simp only [Real.sinc_of_ne_zero (mul_ne_zero hq hr)]
    field_simp
```

A Lean theorem lists its data and hypotheses before the colon and its claim after it. Here \(k\) is any real number, and `hr` is the hypothesis \(r\neq0\). The claim is that the kernel equals the sine integral of the opening.

By hand, for \(q\neq0\),

\[
q^2\,\mathrm{sinc}(qr)=q^2\,\frac{\sin(qr)}{qr}=\frac1r\,q\sin(qr),
\]

and at \(q=0\) both sides vanish. The proof does the same. It moves the factor \(1/r\) under the integral, uses `integral_congr` to reduce the equality of the integrals to equality of the integrands, and splits into the cases \(q=0\) and \(q\neq0\). The tactic `field_simp` clears the denominators.

```lean
/-- At zero separation the kernel equals `k ^ 3 / 3`. -/
theorem seaKernel_zero (k : ℝ) : seaKernel k 0 = k ^ 3 / 3 := by
  unfold seaKernel
  simp only [mul_zero, Real.sinc_zero, mul_one, integral_pow]
  norm_num
```

At \(r=0\) the sinc is 1, and \(\int_0^k q^2\,dq=k^3/3\). With the prefactor \(1/(2\pi^2)\) this becomes \(k^3/(6\pi^2)\), the electron density for one spin direction.

## The closed form

```lean
/-- Closed form of the kernel at nonzero separation. -/
theorem seaKernel_closed_form (k : ℝ) {r : ℝ} (hr : r ≠ 0) :
    seaKernel k r = (Real.sin (k * r) - k * r * Real.cos (k * r)) / r ^ 3 := by
  -- an explicit antiderivative in the wave number
  have hd : ∀ q ∈ Set.uIcc (0 : ℝ) k,
      HasDerivAt (fun q : ℝ => Real.sin (q * r) / r ^ 2 - q * Real.cos (q * r) / r)
        (q * Real.sin (q * r)) q := by
    intro q _
    have h1 : HasDerivAt (fun q : ℝ => q * r) r q := hasDerivAt_mul_const r
    have h2 := (h1.sin.div_const (r ^ 2)).fun_sub
      (((hasDerivAt_id' q).fun_mul h1.cos).div_const r)
    refine h2.congr_deriv ?_
    field_simp
    ring
  rw [seaKernel_eq_sine_integral k hr,
    intervalIntegral.integral_eq_sub_of_hasDerivAt hd
      (Continuous.intervalIntegrable (by fun_prop) _ _)]
  simp only [zero_mul, Real.sin_zero, zero_div, sub_zero]
  field_simp
```

The integral has an explicit antiderivative in \(q\):

\[
F(q)=\frac{\sin(qr)}{r^2}-\frac{q\cos(qr)}{r}.
\]

Differentiating gives

\[
F'(q)=\frac{\cos(qr)}{r}-\frac{\cos(qr)}{r}+q\sin(qr)=q\sin(qr).
\]

Since \(F(0)=0\), the integral equals \(F(k)\), and

\[
g(r)=\frac1r\left(\frac{\sin(kr)}{r^2}-\frac{k\cos(kr)}{r}\right)=\frac{\sin(kr)-kr\cos(kr)}{r^3}.
\]

In the proof, `hd` is the statement \(F'(q)=q\sin(qr)\) for all \(q\) between 0 and \(k\). It is assembled from the chain and product rules, and `field_simp` and `ring` do the final algebra. The fundamental theorem of calculus enters as `integral_eq_sub_of_hasDerivAt`, which also needs the integrand to be integrable; continuity supplies that.

The hypothesis \(r\neq0\) matters because Lean sets division by zero equal to 0, so at \(r=0\) the right-hand side would be 0, whereas the kernel is \(k^3/3\).

## Oscillation and envelope

```lean
/-- For `r > 0`, `r ^ 2` times the kernel equals `-k cos (k r)` up to an error of at most `1 / r`.
-/
theorem friedel_asymptotics (k : ℝ) {r : ℝ} (hr : 0 < r) :
    |r ^ 2 * seaKernel k r + k * Real.cos (k * r)| ≤ 1 / r := by
  have hr0 : r ≠ 0 := hr.ne'
  have h : r ^ 2 * seaKernel k r + k * Real.cos (k * r) = Real.sin (k * r) / r := by
    rw [seaKernel_closed_form k hr0]
    field_simp
    ring
  rw [h, abs_div, abs_of_pos hr]
  exact (div_le_div_iff_of_pos_right hr).2 (Real.abs_sin_le_one _)
```

Multiplying the closed form by \(r^2\) gives

\[
r^2g(r)+k\cos(kr)=\frac{\sin(kr)}{r}.
\]

The right-hand side is at most \(1/r\) in absolute value, for every \(r>0\). The proof establishes this identity as `h` and then uses \(|\sin|\le1\). At large distance the kernel is thus \(-k\cos(kr)/r^2\), with an error of at most \(1/r^3\).

The Lean name `friedel_asymptotics` recalls Friedel oscillations, the density ripples around an impurity in a metal. In the three-dimensional free-electron gas these have wave number \(2k\) and fall off as \(1/r^3\). The theorem concerns the density matrix of the undisturbed gas, which oscillates with wave number \(k\) and falls off as \(1/r^2\). The two share their origin, the sharp edge in the occupation, but no impurity and no screening response appear here.

```lean
/-- For `k ≥ 0` and `r > 0`, the absolute value of the kernel is at most `(k + 1 / r) / r ^ 2`. -/
theorem seaKernel_envelope {k r : ℝ} (hk : 0 ≤ k) (hr : 0 < r) :
    |seaKernel k r| ≤ (k + 1 / r) / r ^ 2 := by
  have hr2 : 0 < r ^ 2 := by positivity
  have h := abs_le.1 (friedel_asymptotics k hr)
  have hu : k * Real.cos (k * r) ≤ k := by
    nlinarith [mul_nonneg hk (sub_nonneg.2 (Real.cos_le_one (k * r)))]
  have hl : -k ≤ k * Real.cos (k * r) := by
    nlinarith [mul_nonneg hk (sub_nonneg.2 (Real.neg_one_le_cos (k * r)))]
  have e : |seaKernel k r| * r ^ 2 = |r ^ 2 * seaKernel k r| := by
    rw [abs_mul, abs_of_pos hr2, mul_comm]
  rw [le_div_iff₀ hr2, e]
  exact abs_le.2 ⟨by linarith [h.1], by linarith [h.2]⟩
```

For \(k\ge0\) we have \(|k\cos(kr)|\le k\), so the previous bound yields

\[
|r^2g(r)|\le k+\frac1r,\qquad\text{that is,}\qquad |g(r)|\le\frac{k+1/r}{r^2}.
\]

The facts `hu` and `hl` are the two halves of \(-k\le k\cos(kr)\le k\). The fact `e` moves \(r^2\) inside the absolute value, and `linarith` adds up the inequalities.

## Points where the kernel is exactly \(\mp k/r^2\)

```lean
/-- At nonzero `r` where `sin (k r)` vanishes, the kernel is exactly `-k cos (k r) / r ^ 2`. -/
theorem seaKernel_at_crest {k r : ℝ} (hr : r ≠ 0) (hs : Real.sin (k * r) = 0) :
    seaKernel k r = -(k * Real.cos (k * r) / r ^ 2) := by
  rw [seaKernel_closed_form k hr, hs]
  field_simp
  ring
```

If \(\sin(kr)=0\), the first term of the closed form drops out:

\[
g(r)=-\frac{kr\cos(kr)}{r^3}=-\frac{k\cos(kr)}{r^2}.
\]

At such points the cosine is \(1\) or \(-1\), so the kernel is \(-k/r^2\) or \(+k/r^2\) with no error term.

```lean
/-- For `k > 0`, beyond every distance there are points where `cos (k r)` is `1` and points where it
is `-1`. -/
theorem exists_distant_crests {k : ℝ} (hk : 0 < k) (R : ℝ) :
    (∃ r > R, Real.cos (k * r) = 1) ∧ ∃ r > R, Real.cos (k * r) = -1 := by
  obtain ⟨n, hn⟩ := exists_nat_gt (R * k)
  have hpi := Real.pi_gt_three
  have hn0 : (0 : ℝ) ≤ n := n.cast_nonneg
  have hn2 : (n : ℝ) ≤ n * (2 * Real.pi) := by
    nlinarith [mul_nonneg hn0 (sub_nonneg.2 hpi.le)]
  have hcancel : ∀ x : ℝ, k * (x / k) = x := fun x => by field_simp
  refine ⟨⟨n * (2 * Real.pi) / k, ?_, ?_⟩, ⟨(n * (2 * Real.pi) + Real.pi) / k, ?_, ?_⟩⟩
  · exact (lt_div_iff₀ hk).2 (by linarith)
  · rw [hcancel]
    exact Real.cos_nat_mul_two_pi n
  · exact (lt_div_iff₀ hk).2 (by linarith)
  · rw [hcancel]
    exact Real.cos_nat_mul_two_pi_add_pi n
```

For \(k>0\) and any distance \(R\), there is an \(r>R\) with \(\cos(kr)=1\) and another with \(\cos(kr)=-1\). To find them, choose a natural number \(n>Rk\) and take

\[
r=\frac{2\pi n}{k}\qquad\text{and}\qquad r=\frac{2\pi n+\pi}{k}.
\]

Because \(2\pi n\ge n>Rk\), both lie beyond \(R\). In the code, `exists_nat_gt` supplies \(n\), `hn2` is the inequality \(n\le2\pi n\), and `hcancel` says that \(k\cdot(x/k)=x\). The long `refine` line hands over the two points and leaves four claims to check: a distance and a cosine for each.

## Weights that grow faster than \(r^2\)

```lean
/-- For `k > 0`, any weight growing faster than `r ^ 2` makes the weighted kernel take arbitrarily
large positive and negative values at arbitrarily large distances. -/
theorem weighted_kernel_unbounded {k : ℝ} (hk : 0 < k) {w : ℝ → ℝ}
    (hw : Tendsto (fun r => w r / r ^ 2) atTop atTop) (C R : ℝ) :
    (∃ r > R, C < w r * seaKernel k r) ∧ ∃ r > R, w r * seaKernel k r < -C := by
  obtain ⟨r₀, h₀⟩ := eventually_atTop.1 (hw.eventually_gt_atTop (C / k))
  -- far enough out, the weight times `k / x ^ 2` exceeds `C`
  have key : ∀ x > max (max r₀ R) 0, R < x ∧ x ≠ 0 ∧ C < w x / x ^ 2 * k := by
    intro x hx
    simp only [gt_iff_lt, max_lt_iff] at hx
    exact ⟨hx.1.2, hx.2.ne', (div_lt_iff₀ hk).1 (h₀ x hx.1.1.le)⟩
  obtain ⟨⟨r, hr, hcr⟩, ⟨s, hs, hcs⟩⟩ := exists_distant_crests hk (max (max r₀ R) 0)
  obtain ⟨hrR, hr0, hrC⟩ := key r hr
  obtain ⟨hsR, hs0, hsC⟩ := key s hs
  refine ⟨⟨s, hsR, ?_⟩, ⟨r, hrR, ?_⟩⟩
  · -- cosine equal to -1: the kernel is positive
    rw [seaKernel_at_crest hs0 (Real.sin_eq_zero_iff_cos_eq.2 (Or.inr hcs)), hcs]
    have e : w s * -(k * -1 / s ^ 2) = w s / s ^ 2 * k := by ring
    rw [e]
    exact hsC
  · -- cosine equal to 1: the kernel is negative
    rw [seaKernel_at_crest hr0 (Real.sin_eq_zero_iff_cos_eq.2 (Or.inl hcr)), hcr]
    have e : w r * -(k * 1 / r ^ 2) = -(w r / r ^ 2 * k) := by ring
    rw [e]
    exact neg_lt_neg hrC
```

Here `w` is any real function with \(w(r)/r^2\to\infty\) as \(r\to\infty\); that is how the `Tendsto` hypothesis reads. Neither continuity nor monotonicity is required. For all real \(C\) and \(R\), the theorem gives a point beyond \(R\) where \(w\,g>C\), and a point beyond \(R\) where \(w\,g<-C\).

By hand, the hypothesis gives an \(r_0\) such that \(w(x)/x^2>C/k\) for all \(x\ge r_0\). Beyond the largest of \(r_0\), \(R\) and 0, choose a point \(s\) with \(\cos(ks)=-1\) and a point \(r\) with \(\cos(kr)=1\). Then

\[
w(s)g(s)=k\,\frac{w(s)}{s^2}>C,\qquad w(r)g(r)=-k\,\frac{w(r)}{r^2}<-C .
\]

The fact `key` collects what holds for every sufficiently distant \(x\): it lies beyond \(R\), it is nonzero, and \(k\,w(x)/x^2>C\). The two bulleted parts at the end are the two displayed inequalities, in the same order.

## The exponential weight

```lean
/-- For `k > 0` and every rate `a > 0`, the product of `exp (a r)` and the kernel is unbounded on `r
> 1`. -/
theorem no_exponential_decay {k a : ℝ} (hk : 0 < k) (ha : 0 < a) :
    ¬ ∃ C : ℝ, ∀ r > 1, |Real.exp (a * r) * seaKernel k r| ≤ C := by
  rintro ⟨C, hC⟩
  have hw : Tendsto (fun r : ℝ => Real.exp (a * r) / r ^ 2) atTop atTop :=
    (tendsto_exp_mul_div_rpow_atTop 2 a ha).congr
      (fun r => by simp only [Real.rpow_two])
  obtain ⟨⟨r, hr, h⟩, -⟩ := weighted_kernel_unbounded hk hw C 1
  exact absurd (hC r hr) (not_le_of_gt (h.trans_le (le_abs_self _)))

end

end FermiSeaFriedel
```

The symbol `¬ ∃ C` reads "there is no \(C\)". No constant \(C\) satisfies \(|e^{ar}g(r)|\le C\) for all \(r>1\), whatever the rate \(a>0\).

The proof is by contradiction. Suppose such a \(C\) exists. Since \(e^{ar}/r^2\to\infty\), which Mathlib already knows, the exponential is an admissible weight. The previous theorem with \(R=1\) then gives an \(r>1\) with

\[
C<e^{ar}g(r)\le|e^{ar}g(r)|,
\]

which contradicts the assumed bound. The distance 1 has no physical meaning, since the previous theorem finds such points beyond any \(R\).

## Counter-examples at \(k=0\), at \(a=0\) and for a smooth occupation

**An empty sea.** If \(k=0\), the kernel is zero everywhere, and \(C=0\) bounds the product for every \(a\). The search for distant points fails too: \(\cos(0\cdot r)\) is always 1 and never \(-1\).

**No exponential.** If \(a=0\), the product is \(g\) itself. For \(r>1\) the envelope gives \(|g(r)|\le k+1\), so the product is bounded.

**A weight that only keeps pace.** For \(w(r)=r^2\) the ratio \(w(r)/r^2\) stays at 1. The envelope gives \(|r^2g(r)|\le k+1\) for \(r>1\), so the weighted kernel never exceeds \(C=k+1\) there.

**A smooth occupation.** The sharp edge is built into the definition as the upper limit of the integral. Replace it by the occupation \(e^{-q^2}\), with \(q\) in suitable units, and the kernel becomes

\[
\int_0^\infty q^2\,\mathrm{sinc}(qr)\,e^{-q^2}\,dq=\frac{\sqrt\pi}{4}\,e^{-r^2/4},
\]

which falls off faster than any exponential. This Gaussian integral is an ordinary textbook evaluation and does not appear in the Lean file.

```lean
#print axioms FermiSeaFriedel.seaKernel_zero
#print axioms FermiSeaFriedel.seaKernel_envelope
#print axioms FermiSeaFriedel.no_exponential_decay
```

```
'FermiSeaFriedel.seaKernel_zero' depends on axioms: [propext, Classical.choice, Quot.sound]
'FermiSeaFriedel.seaKernel_envelope' depends on axioms: [propext, Classical.choice, Quot.sound]
'FermiSeaFriedel.no_exponential_decay' depends on axioms: [propext, Classical.choice, Quot.sound]
```
